# In the quasi-cubic model with positive spin–orbit splitting, a valence level lies above the A level exactly when the crystal-field splitting is negative

We describe the valence-band top of a wurtzite crystal by one explicit $6\times 6$ matrix, acting on the orbitals $X, Y, Z$ times spin up and down, with $Z$ along the hexagonal axis. The A level means the pair of states $(X+iY)\!\uparrow$ and $(X-iY)\!\downarrow$, whatever its place in the energy order. Only the zone centre of an unstrained crystal is treated, and coupling to other bands is left out. The matrix is

$$H=\frac{D_{so}}{3}\,(L\cdot\sigma-1)-D_{cr}\,ZZ^{T}\otimes 1 .$$

Here $\sigma$ denotes the Pauli matrices, $(L_m)_{ij}=-i\,\epsilon_{mij}$ is the orbital angular momentum in units of $\hbar$, and $Z=(0,0,1)^T$. The real parameter $D_{so}$ is the spin–orbit splitting. Using the same value along and across the hexagonal axis is the quasi-cubic assumption. The real parameter $D_{cr}$ is the crystal-field splitting, and a positive value lowers $Z$ relative to $X$ and $Y$. The term $-1$ sets the zero of energy: for $D_{cr}=0$ the levels are $0$ (four states) and $-D_{so}$ (two states).

## The spectrum from one 3×3 block

The claim is that, for every complex $E$,

$$\det(E-H)=E^2\Big(E^2+(D_{so}+D_{cr})E+\tfrac23 D_{so}D_{cr}\Big)^2 .$$

Take the unnormalised states

$$u_0=(X+iY)\!\uparrow,\qquad u_1=(X+iY)\!\downarrow,\qquad u_2=Z\!\uparrow .$$

With $L_\pm=L_x\pm iL_y$ and $\sigma_\pm=(\sigma_x\pm i\sigma_y)/2$, we have $L\cdot\sigma=L_z\sigma_z+L_+\sigma_-+L_-\sigma_+$. The definition of $L$ gives

- $L_z(X+iY)=X+iY$ and $L_zZ=0$,
- $L_+(X+iY)=0$ and $L_-(X+iY)=-2Z$,
- $L_+Z=-(X+iY)$.

Therefore $L\cdot\sigma$ sends $u_0$ to $u_0$, $u_1$ to $-u_1-2u_2$, and $u_2$ to $-u_1$. Inserting this in $H$,

$$Hu_0=0,\qquad Hu_1=-\tfrac{2D_{so}}3(u_1+u_2),\qquad Hu_2=-\tfrac{D_{so}}3u_1-\Big(\tfrac{D_{so}}3+D_{cr}\Big)u_2 .$$

The state $u_0$ is the A level, at zero for all parameter values. The other two states mix. After normalising $u_1$ to $u_1/\sqrt2$, their coupling is $-\sqrt2D_{so}/3$ in both directions.

A rotation by $\pi$ about $x$ leaves $H$ unchanged. Up to a common phase it takes $u_0,u_1,u_2$ to $(X-iY)\!\downarrow$, $(X-iY)\!\uparrow$, $-Z\!\downarrow$, so these partners have the same $3\times3$ block $K$. Hence $\det(E-H)=\det(E-K)^2$, where

$$\det(E-K)=E\Big[\big(E+\tfrac{2D_{so}}3\big)\big(E+\tfrac{D_{so}}3+D_{cr}\big)-\tfrac{2D_{so}^2}9\Big].$$

Expanding the bracket cancels the terms in $D_{so}^2$ and leaves the stated quadratic.

## Level order and smallest splitting

The discriminant of the quadratic is

$$(D_{so}+D_{cr})^2-\tfrac83D_{so}D_{cr}=\Big(D_{cr}-\tfrac{D_{so}}3\Big)^2+\tfrac89D_{so}^2\ \ge 0 ,$$

so both roots $E_+\ge E_-$ are real. They are distinct when $D_{so}>0$. The discriminant is also $(E_+-E_-)^2$. At fixed $D_{so}$ the splitting is therefore smallest exactly at $D_{cr}=D_{so}/3$, where it equals $\tfrac{2\sqrt2}{3}|D_{so}|$.

Now let $D_{so}>0$. The roots satisfy $E_++E_-=-(D_{so}+D_{cr})$ and $E_+E_-=\tfrac23D_{so}D_{cr}$. If $D_{cr}<0$, the product is negative, so the roots have opposite signs and $E_+>0$. If $D_{cr}\ge0$, the sum is negative. A positive $E_+$ would then force $E_-<0$ and a negative product, which contradicts $D_{cr}\ge0$. Thus $E_+>0$ exactly when $D_{cr}<0$.

AlN is a familiar material with negative $D_{cr}$. That sign is an input here, and within this unstrained zone-centre model it puts a mixed level, instead of A, at the valence-band top.

A six-band wurtzite $k\cdot p$ program works with a more general matrix, which can include terms in $k$ and strain and unequal spin–orbit parameters. At $k=0$, without strain and with equal spin–orbit parameters, its eigenvalues should be $0$, $E_+$ and $E_-$, each twice, up to the program's energy zero. If the eigenvalues are sorted by energy and $D_{so}>0$, the position of A in the list changes with the sign of $D_{cr}$. For $D_{cr}\ne0$ the label can be read from the eigenvectors; at $D_{cr}=0$ A is degenerate with $E_+$, and the solver may return mixtures of the two.

## The Hamiltonian as a Lean matrix

```lean
import Mathlib

open Matrix
open scoped Kronecker

namespace QuasiCubicValenceBands

noncomputable section
```

A basis state is a pair of an orbital index and a spin index. The values 0, 1, 2 stand for $X, Y, Z$, and the spin values 0, 1 for up and down.

```lean
/-- The orbital index X, Y, Z together with the spin index up, down. -/
abbrev Idx := Fin 3 × Fin 2
```

The Pauli and angular momentum matrices are written out entry by entry.

```lean
/-- Pauli matrix along x. -/
def sigmaX : Matrix (Fin 2) (Fin 2) ℂ := !![0, 1; 1, 0]

/-- Pauli matrix along y. -/
def sigmaY : Matrix (Fin 2) (Fin 2) ℂ := !![0, -Complex.I; Complex.I, 0]

/-- Pauli matrix along z. -/
def sigmaZ : Matrix (Fin 2) (Fin 2) ℂ := !![1, 0; 0, -1]

/-- Orbital angular momentum along x in the basis X, Y, Z. -/
def angX : Matrix (Fin 3) (Fin 3) ℂ := !![0, 0, 0; 0, 0, -Complex.I; 0, Complex.I, 0]

/-- Orbital angular momentum along y in the basis X, Y, Z. -/
def angY : Matrix (Fin 3) (Fin 3) ℂ := !![0, 0, Complex.I; 0, 0, 0; -Complex.I, 0, 0]

/-- Orbital angular momentum along z in the basis X, Y, Z. -/
def angZ : Matrix (Fin 3) (Fin 3) ℂ := !![0, -Complex.I, 0; Complex.I, 0, 0; 0, 0, 0]
```

The crystal field acts through $ZZ^T$.

```lean
/-- The projector onto the orbital Z. -/
def projZ : Matrix (Fin 3) (Fin 3) ℂ := !![0, 0, 0; 0, 0, 0; 0, 0, 1]
```

The symbol `⊗ₖ` is the Kronecker product, with the orbital factor first. The parameters are real and are converted to complex numbers inside the matrix.

```lean
/-- The quasi-cubic valence-band Hamiltonian at the zone centre, with spin-orbit
splitting `Dso` and crystal-field splitting `Dcr`. -/
def hamiltonian (Dso Dcr : ℝ) : Matrix Idx Idx ℂ :=
  ((Dso : ℂ) / 3) • (angX ⊗ₖ sigmaX + angY ⊗ₖ sigmaY + angZ ⊗ₖ sigmaZ - 1)
    - (Dcr : ℂ) • (projZ ⊗ₖ (1 : Matrix (Fin 2) (Fin 2) ℂ))
```

In `pairBasis`, rows are labelled by `p` and columns by `q`. The spin part `q.2` selects the half: columns $(k,0)$ are $u_k$, and columns $(k,1)$ are the partners. The sign `s` turns $X+iY$ into $X-iY$ and $Z$ into $-Z$.

```lean
/-- The matrix whose columns are the unnormalised states (X+iY)↑, (X+iY)↓, Z↑
and their partners (X-iY)↓, (X-iY)↑, -Z↓. -/
def pairBasis : Matrix Idx Idx ℂ := fun p q =>
  let s : ℂ := ![1, -1] q.2
  if p.2 = q.2 then !![1, 0, 0; Complex.I * s, 0, 0; 0, 0, s] p.1 q.1
  else !![0, 1, 0; 0, Complex.I * s, 0; 0, 0, 0] p.1 q.1
```

The matrix `block` is $K$. For $D_{so}\ne0$ it is not Hermitian as written, because $u_1$ and $u_2$ have different norms.

```lean
/-- The 3x3 block of the Hamiltonian in one half of the basis `pairBasis`. -/
def block (Dso Dcr : ℝ) : Matrix (Fin 3) (Fin 3) ℂ :=
  !![0, 0, 0;
     0, -2 * (Dso : ℂ) / 3, -(Dso : ℂ) / 3;
     0, -2 * (Dso : ℂ) / 3, -(Dso : ℂ) / 3 - (Dcr : ℂ)]
```

The roots $E_+$ and $E_-$ are defined by their closed formulas.

```lean
/-- The larger of the two levels that mix through the spin-orbit coupling. -/
def upper (Dso Dcr : ℝ) : ℝ :=
  (-(Dso + Dcr) + √((Dcr - Dso / 3) ^ 2 + 8 / 9 * Dso ^ 2)) / 2

/-- The smaller of the two levels that mix through the spin-orbit coupling. -/
def lower (Dso Dcr : ℝ) : ℝ :=
  (-(Dso + Dcr) - √((Dcr - Dso / 3) ^ 2 + 8 / 9 * Dso ^ 2)) / 2
```

## From the pair basis to the determinant

The first theorem computes the overlaps of the six states. It checks all 36 entries, using $i^2=-1$.

```lean
set_option maxHeartbeats 400000 in
/-- The six basis states are mutually orthogonal, with squared norms 2, 2 and 1
in each half. -/
theorem pairBasis_gram :
    pairBasisᴴ * pairBasis = Matrix.diagonal (fun p : Idx => (![2, 2, 1] p.1 : ℂ)) := by
  have hI : Complex.I * Complex.I = -1 := Complex.I_mul_I
  ext ⟨i, s⟩ ⟨j, t⟩
  fin_cases i <;> fin_cases s <;> fin_cases j <;> fin_cases t <;>
    simp [Matrix.mul_apply, Fintype.sum_prod_type, Fin.sum_univ_three, Fin.sum_univ_two,
      pairBasis] <;> grind
```

The next theorem is the calculation of $Hu_k$, done for both halves at once. Writing the right-hand side with $K\otimes1$ says that the halves do not couple and share one block.

```lean
set_option maxHeartbeats 400000 in
/-- In the basis `pairBasis` the Hamiltonian consists of two identical 3x3 blocks. -/
theorem hamiltonian_mul_pairBasis (Dso Dcr : ℝ) :
    hamiltonian Dso Dcr * pairBasis =
      pairBasis * (block Dso Dcr ⊗ₖ (1 : Matrix (Fin 2) (Fin 2) ℂ)) := by
  have hI : Complex.I * Complex.I = -1 := Complex.I_mul_I
  ext ⟨i, s⟩ ⟨j, t⟩
  fin_cases i <;> fin_cases s <;> fin_cases j <;> fin_cases t <;>
    simp [Matrix.mul_apply, Fintype.sum_prod_type, Fin.sum_univ_three, Fin.sum_univ_two,
      Matrix.one_apply, hamiltonian, pairBasis, block, angX, angY, angZ, projZ,
      sigmaX, sigmaY, sigmaZ] <;> grind
```

The determinant formula holds for real $D_{so}$ and $D_{cr}$ of any sign and for complex $E$. In its proof, `hS` obtains invertibility of the basis from the overlaps, and `hk` rewrites $E-K\otimes1$ as $(E-K)\otimes1$. The relation `h` carries the change of basis over to $E-H$, and `hd` cancels the determinant of the basis. Finally `hK` expands the $3\times3$ determinant, and `Matrix.det_kronecker` supplies the square.

```lean
/-- The characteristic polynomial of the quasi-cubic Hamiltonian: a double level at
zero and a squared quadratic. -/
theorem det_hamiltonian (Dso Dcr : ℝ) (E : ℂ) :
    (E • (1 : Matrix Idx Idx ℂ) - hamiltonian Dso Dcr).det =
      E ^ 2 * (E ^ 2 + (Dso + Dcr) * E + 2 * Dso * Dcr / 3) ^ 2 := by
  -- the basis is invertible because its Gram determinant is not zero
  have hS : pairBasis.det ≠ 0 := by
    intro h0
    have h := congrArg Matrix.det pairBasis_gram
    rw [Matrix.det_mul, h0, mul_zero, Matrix.det_diagonal] at h
    simp [Fintype.prod_prod_type, Fin.prod_univ_three] at h
  -- the energy shift respects the block structure
  have hk : (E • (1 : Matrix (Fin 3) (Fin 3) ℂ) - block Dso Dcr) ⊗ₖ
      (1 : Matrix (Fin 2) (Fin 2) ℂ) =
      E • (1 : Matrix Idx Idx ℂ) - block Dso Dcr ⊗ₖ (1 : Matrix (Fin 2) (Fin 2) ℂ) := by
    have h := Matrix.add_kronecker (E • (1 : Matrix (Fin 3) (Fin 3) ℂ) - block Dso Dcr)
      (block Dso Dcr) (1 : Matrix (Fin 2) (Fin 2) ℂ)
    rw [sub_add_cancel, Matrix.smul_kronecker, Matrix.one_kronecker_one] at h
    exact eq_sub_of_add_eq h.symm
  have h : (E • (1 : Matrix Idx Idx ℂ) - hamiltonian Dso Dcr) * pairBasis =
      pairBasis * ((E • (1 : Matrix (Fin 3) (Fin 3) ℂ) - block Dso Dcr) ⊗ₖ
        (1 : Matrix (Fin 2) (Fin 2) ℂ)) := by
    rw [hk, sub_mul, mul_sub, hamiltonian_mul_pairBasis, smul_mul_assoc, one_mul,
      mul_smul_comm, mul_one]
  have hd : (E • (1 : Matrix Idx Idx ℂ) - hamiltonian Dso Dcr).det =
      ((E • (1 : Matrix (Fin 3) (Fin 3) ℂ) - block Dso Dcr) ⊗ₖ
        (1 : Matrix (Fin 2) (Fin 2) ℂ)).det :=
    mul_right_cancel₀ hS (by rw [← Matrix.det_mul, h, Matrix.det_mul, mul_comm])
  have hK : (E • (1 : Matrix (Fin 3) (Fin 3) ℂ) - block Dso Dcr).det =
      E * (E ^ 2 + (Dso + Dcr) * E + 2 * Dso * Dcr / 3) := by
    rw [Matrix.det_fin_three]
    simp [block, -mul_eq_mul_left_iff, -mul_eq_mul_right_iff]
    ring
  rw [hd, Matrix.det_kronecker, hK, Matrix.det_one, one_pow, mul_one, Fintype.card_fin,
    mul_pow]
```

## Real roots and their signs

The factorisation follows by squaring the square root, which is legitimate because the discriminant is nonnegative.

```lean
/-- The quadratic factor has the two real roots `upper` and `lower`. -/
theorem quadratic_factor (Dso Dcr E : ℝ) :
    E ^ 2 + (Dso + Dcr) * E + 2 * Dso * Dcr / 3 =
      (E - upper Dso Dcr) * (E - lower Dso Dcr) := by
  have h : √((Dcr - Dso / 3) ^ 2 + 8 / 9 * Dso ^ 2) ^ 2 =
      (Dcr - Dso / 3) ^ 2 + 8 / 9 * Dso ^ 2 := Real.sq_sqrt (by positivity)
  unfold upper lower
  linear_combination h / 4
```

The same identity gives the squared splitting, and the square $(D_{cr}-D_{so}/3)^2$ decides when the bound is attained. No sign of $D_{so}$ is assumed.

```lean
/-- The squared splitting of the two mixed levels is at least 8/9 of the squared
spin-orbit splitting, with equality exactly when `Dcr = Dso / 3`. -/
theorem splitting_min (Dso Dcr : ℝ) :
    8 / 9 * Dso ^ 2 ≤ (upper Dso Dcr - lower Dso Dcr) ^ 2 ∧
      ((upper Dso Dcr - lower Dso Dcr) ^ 2 = 8 / 9 * Dso ^ 2 ↔ Dcr = Dso / 3) := by
  have h : (upper Dso Dcr - lower Dso Dcr) ^ 2 =
      (Dcr - Dso / 3) ^ 2 + 8 / 9 * Dso ^ 2 := by
    have hs : √((Dcr - Dso / 3) ^ 2 + 8 / 9 * Dso ^ 2) ^ 2 =
        (Dcr - Dso / 3) ^ 2 + 8 / 9 * Dso ^ 2 := Real.sq_sqrt (by positivity)
    unfold upper lower
    linear_combination hs
  rw [h]
  refine ⟨by linarith [sq_nonneg (Dcr - Dso / 3)], fun he => ?_, fun hc => ?_⟩
  · have h0 : (Dcr - Dso / 3) ^ 2 = 0 := by linarith
    linarith [pow_eq_zero_iff two_ne_zero |>.mp h0]
  · rw [hc]
    ring
```

With $D_{so}>0$ the discriminant is strictly positive, so the roots are distinct.

```lean
/-- For positive spin-orbit splitting the two mixed levels are distinct. -/
theorem lower_lt_upper {Dso : ℝ} (hD : 0 < Dso) (Dcr : ℝ) :
    lower Dso Dcr < upper Dso Dcr := by
  have h : 0 < √((Dcr - Dso / 3) ^ 2 + 8 / 9 * Dso ^ 2) := Real.sqrt_pos.mpr (by positivity)
  unfold upper lower
  linarith
```

The sign criterion uses the sum `hs` and the product `hp` of the roots; the latter is the factorisation evaluated at $E=0$. Each direction assumes the opposite and reaches a contradiction between the signs, which `nlinarith` closes.

```lean
/-- For positive spin-orbit splitting the larger mixed level lies above the A level at
zero exactly when the crystal-field splitting is negative. -/
theorem upper_pos_iff {Dso : ℝ} (hD : 0 < Dso) (Dcr : ℝ) :
    0 < upper Dso Dcr ↔ Dcr < 0 := by
  -- sum and product of the two roots
  have hs : upper Dso Dcr + lower Dso Dcr = -(Dso + Dcr) := by
    unfold upper lower
    ring
  have hp : upper Dso Dcr * lower Dso Dcr = 2 * Dso * Dcr / 3 := by
    linear_combination (-1) * quadratic_factor Dso Dcr 0
  have hlt := lower_lt_upper hD Dcr
  constructor
  · intro hu
    by_contra hc
    have hc' : 0 ≤ Dcr := not_lt.mp hc
    have hl : lower Dso Dcr < 0 := by linarith
    nlinarith [mul_neg_of_pos_of_neg hu hl, mul_nonneg hD.le hc']
  · intro hc
    by_contra hu
    have hu' : 0 ≤ -upper Dso Dcr := by linarith
    have hl : 0 ≤ -lower Dso Dcr := by linarith
    nlinarith [mul_nonneg hu' hl, mul_neg_of_pos_of_neg hD hc]
```

The last theorem returns to the full matrix and speaks of levels as real zeros of $\det(E-H)$. Since $H$ is Hermitian, restricting to real $E$ loses no eigenvalue. If $D_{cr}<0$, then `upper` is itself a zero above A. If $D_{cr}\ge0$, every factor of the determinant is nonzero for $E>0$, so no level lies there.

```lean
/-- For positive spin-orbit splitting, no real level of the Hamiltonian lies above zero
exactly when the crystal-field splitting is nonnegative. -/
theorem top_at_zero_iff {Dso : ℝ} (hD : 0 < Dso) (Dcr : ℝ) :
    (∀ E : ℝ, ((E : ℂ) • (1 : Matrix Idx Idx ℂ) - hamiltonian Dso Dcr).det = 0 → E ≤ 0) ↔
      0 ≤ Dcr := by
  -- the determinant at real energy, factored into the levels
  have hf (E : ℝ) : ((E : ℂ) • (1 : Matrix Idx Idx ℂ) - hamiltonian Dso Dcr).det =
      ((((E - upper Dso Dcr) * (E - lower Dso Dcr)) ^ 2 * E ^ 2 : ℝ) : ℂ) := by
    rw [det_hamiltonian, ← quadratic_factor]
    push_cast
    ring
  constructor
  · intro h
    by_contra hc
    have hu := (upper_pos_iff hD Dcr).mpr (not_le.mp hc)
    have hle := h (upper Dso Dcr) (by rw [hf]; simp)
    linarith
  · intro hc E hE
    rw [hf] at hE
    have h0 := Complex.ofReal_eq_zero.mp hE
    by_contra hpos
    have hu : upper Dso Dcr ≤ 0 :=
      not_lt.mp (fun h => not_lt_of_ge hc ((upper_pos_iff hD Dcr).mp h))
    have hE' : 0 < E := not_le.mp hpos
    have h1 : 0 < E - upper Dso Dcr := by linarith
    have h2 : 0 < E - lower Dso Dcr := by linarith [lower_lt_upper hD Dcr]
    have h3 : 0 < ((E - upper Dso Dcr) * (E - lower Dso Dcr)) ^ 2 * E ^ 2 :=
      mul_pos (pow_pos (mul_pos h1 h2) 2) (pow_pos hE' 2)
    linarith

end

end QuasiCubicValenceBands
```

```lean
#print axioms QuasiCubicValenceBands.splitting_min
-- 'QuasiCubicValenceBands.splitting_min' depends on axioms: [propext, Classical.choice, Quot.sound]
#print axioms QuasiCubicValenceBands.upper_pos_iff
-- 'QuasiCubicValenceBands.upper_pos_iff' depends on axioms: [propext, Classical.choice, Quot.sound]
#print axioms QuasiCubicValenceBands.top_at_zero_iff
-- 'QuasiCubicValenceBands.top_at_zero_iff' depends on axioms: [propext, Classical.choice, Quot.sound]
```
